# For nonzero real x and y, cosh √(x² + y²) is strictly less than cosh x cosh y

The theorem `cosh_sqrt_lt` says that for nonzero real x and y, cosh √(x² + y²) is strictly less than cosh x cosh y. In physics, with σ₁ and σ₃ Pauli matrices of a single spin-1/2, the two sides are half the traces of exp(xσ₁ + yσ₃) and of exp(xσ₁) exp(yσ₃), though the Lean statement speaks only of real numbers and contains no matrices. The proof compares the power series of 2 cosh √(x² + y²) with that of cosh(x + y) + cosh(x − y), which equals 2 cosh x cosh y. Each term of the first is shown to be at most the matching term of the second by convexity of powers, and the quartic term is to be shown strictly smaller.

As first written in Lean, the proof fails:

```lean
import Mathlib

open Matrix

namespace CoshSqrtLt

noncomputable section

/-- For nonzero `x` and `y`, `cosh √(x² + y²)` is strictly less than `cosh x cosh y`. -/
theorem cosh_sqrt_lt (x y : ℝ) (hx : x ≠ 0) (hy : y ≠ 0) :
    Real.cosh √(x ^ 2 + y ^ 2) < Real.cosh x * Real.cosh y := by
  have hf := (Real.hasSum_cosh √(x ^ 2 + y ^ 2)).mul_left 2
  have hg := (Real.hasSum_cosh (x + y)).add (Real.hasSum_cosh (x - y))
  have hsq : √(x ^ 2 + y ^ 2) ^ 2 = x ^ 2 + y ^ 2 := Real.sq_sqrt (by positivity)
  -- compare the power series term by term; the quartic term is strict
  have hlt := hasSum_lt (i := 2) (fun k => by
    have h := (convexOn_pow (𝕜 := ℝ) k).2 (Set.mem_Ici.2 (sq_nonneg (x + y)))
      (Set.mem_Ici.2 (sq_nonneg (x - y))) (show (0 : ℝ) ≤ 1 / 2 by norm_num)
      (show (0 : ℝ) ≤ 1 / 2 by norm_num) (by norm_num)
    simp only [smul_eq_mul] at h
    rw [show 1 / 2 * (x + y) ^ 2 + 1 / 2 * (x - y) ^ 2 = x ^ 2 + y ^ 2 by ring] at h
    show 2 * (√(x ^ 2 + y ^ 2) ^ (2 * k) / ((2 * k).factorial : ℝ)) ≤
      (x + y) ^ (2 * k) / ((2 * k).factorial : ℝ) + (x - y) ^ (2 * k) / ((2 * k).factorial : ℝ)
    rw [pow_mul √(x ^ 2 + y ^ 2) 2 k, hsq, pow_mul (x + y) 2 k, pow_mul (x - y) 2 k,
      ← add_div, ← mul_div_assoc]
    gcongr
    linarith) (by
    show 2 * (√(x ^ 2 + y ^ 2) ^ (2 * 2) / ((2 * 2).factorial : ℝ)) <
      (x + y) ^ (2 * 2) / ((2 * 2).factorial : ℝ) + (x - y) ^ (2 * 2) / ((2 * 2).factorial : ℝ)
    rw [pow_mul √(x ^ 2 + y ^ 2) 2 2, hsq, ← add_div, ← mul_div_assoc]
    have hxy : 0 < x ^ 2 * y ^ 2 := by positivity
    gcongr
    nlinarith [hxy]) hf hg
  rw [Real.cosh_add, Real.cosh_sub] at hlt
  linarith

end

end CoshSqrtLt
```

Messages:

```
Main.lean:33:4: error: linarith failed to find a contradiction
case h
x y : ℝ
hx : x ≠ 0
hy : y ≠ 0
hf : HasSum (fun i => 2 * (√(x ^ 2 + y ^ 2) ^ (2 * i) / ↑(2 * i).factorial)) (2 * Real.cosh √(x ^ 2 + y ^ 2))
hg :
  HasSum (fun b => (x + y) ^ (2 * b) / ↑(2 * b).factorial + (x - y) ^ (2 * b) / ↑(2 * b).factorial)
    (Real.cosh (x + y) + Real.cosh (x - y))
hsq : √(x ^ 2 + y ^ 2) ^ 2 = x ^ 2 + y ^ 2
hxy : 0 < x ^ 2 * y ^ 2
a✝ : (x + y) ^ (2 * 2) + (x - y) ^ (2 * 2) ≤ 2 * (x ^ 2 + y ^ 2) ^ 2
⊢ False
failed
```

Diagnosis. The error is in the strict comparison of the quartic terms. After `gcongr` removes the common denominator, it remains to show that 2(x² + y²)² is less than (x + y)⁴ + (x − y)⁴. The difference is 8x²y², which is positive by `hxy`, so the goal is true, but `nlinarith` fails to prove it.

The obstacle is the exponent, which still stands as `2 * 2`. The parser that `nlinarith` shares with `linarith` expands a power only when its exponent is a numeral, so it takes `(x + y) ^ (2 * 2)` and `(x - y) ^ (2 * 2)` as opaque atoms and cannot relate them to x²y².

In the repair, `ring`, which does evaluate `2 * 2`, proves the identity `e`, writing the sum of the two powers as `2 * (x ^ 2 + y ^ 2) ^ 2 + 8 * (x ^ 2 * y ^ 2)`. Once `rw [e]` has put this into the goal, only the positivity of x²y² is needed, and `linarith` finds that in `hxy`.

After these edits no error is left:

```diff
@@ -31,5 +31,8 @@
     have hxy : 0 < x ^ 2 * y ^ 2 := by positivity
     gcongr
-    nlinarith [hxy]) hf hg
+    have e : (x + y) ^ (2 * 2) + (x - y) ^ (2 * 2) =
+        2 * (x ^ 2 + y ^ 2) ^ 2 + 8 * (x ^ 2 * y ^ 2) := by ring
+    rw [e]
+    linarith) hf hg
   rw [Real.cosh_add, Real.cosh_sub] at hlt
   linarith
```
